# Order-N Richardson extrapolation is exact for polynomials of degree at most N in 1/m, and its absolute weights sum to at least (2n)^N/N!

By Richardson extrapolation of order $N$ from the starting index $n\ge 1$ I mean the weighted sum

$$R_N[a](n)=\sum_{k=0}^{N} w_k\,a_{n+k},\qquad w_k=\frac{(-1)^{k+N}(n+k)^N}{k!\,(N-k)!}.$$

I apply it to ratios of successive perturbation coefficients in a case where they seem to approach a limit $c_0$ with corrections $c_1/m+c_2/m^2+\dots$. (If the coefficients grow like $m!$, the ratios grow like $m$ and have to be divided by $m$ first.) Raising $N$ helps at first. With data good to ten digits, though, the estimates soon start to scatter. If each order removes one more correction exactly, where do my digits go, and how many should I expect to lose?

## Scaled differences and the cancellation of the corrections

Let $N,n,k,m$ be natural numbers, let all data be real, and set $0^0=1$. For a sequence $f$ define the $N$-th forward difference divided by $N!$,

$$D_N[f](n)=\sum_{k=0}^{N}\frac{(-1)^{k+N}}{k!\,(N-k)!}\,f(n+k),$$

and the sum of the absolute weights, $A_N(n)=\sum_{k=0}^N|w_k|$. Comparing the two sums gives $R_N[a](n)=D_N[m^N a_m](n)$.

The digits go into $A_N(n)$: for $N\ge1$ the weights alternate in sign and can be large. They cancel the corrections up to $1/m^N$, but they can also magnify the errors in the data and add them up.

The cancellation follows from a product rule. In $D_{N+1}[m f](n)$ the factor multiplying $f(n+k)$ is $n+k$. The part with $n$ gives $n\,D_{N+1}[f](n)$. In the part with $k$, the term $k=0$ vanishes, and $k/k!=1/(k-1)!$ for the rest. Replacing $k$ by $k+1$ leaves the sign $(-1)^{k+N+2}=(-1)^{k+N}$ and the factorials $k!\,(N-k)!$, so

$$D_{N+1}[m f](n)=n\,D_{N+1}[f](n)+D_N[f](n+1).$$

This yields $D_N[m^p](n)=\delta_{pN}$ for $p\le N$, by induction on $N$. For $N=0$ the only case is $D_0[1]=1$. At order $N+1$, the constant gives

$$D_{N+1}[1](n)=\frac{(-1)^{N+1}}{(N+1)!}(-1+1)^{N+1}=0.$$

For a power $p+1\le N+1$, the product rule gives $n\,D_{N+1}[m^p](n)+D_N[m^p](n+1)$. The first term is zero by induction on $p$, and the second is $\delta_{pN}$.

Now suppose $a_m=\sum_{j=0}^N c_j/m^j$ for $m\ge1$. Then $m^N a_m=\sum_j c_j m^{N-j}$, and only $j=0$ survives:

$$R_N[a](n)=\sum_{j=0}^N c_j\,D_N[m^{N-j}](n)=c_0.$$

The next correction is not removed. For $a_m=1/m^{N+1}$ we need $D_N[1/m](n)$. At order zero it is $1/n$. The product rule with $f=1/m$ reads

$$0=D_{N+1}[1](n)=n\,D_{N+1}[1/m](n)+D_N[1/m](n+1),$$

so each order contributes a factor $-1/n$ and shifts $n$ by one. Hence

$$R_N[1/m^{N+1}](n)=\frac{(-1)^N}{n(n+1)\cdots(n+N)}.$$

## The size of the digit loss

Since $|w_k|=(n+k)^N/(k!\,(N-k)!)$ and $n\le n+k\le n+N$, the binomial sum $\sum_k 1/(k!\,(N-k)!)=2^N/N!$ gives

$$\frac{(2n)^N}{N!}\le A_N(n)\le\frac{(2(n+N))^N}{N!}.$$

If the data carry errors $e_m$ with $|e_m|\le\varepsilon$, the result is shifted by $\sum_k w_k e_{n+k}$, which is at most $\varepsilon A_N(n)$ in absolute value. The choice $e_m=\varepsilon(-1)^{m+n+N}$ has the sign of $w_k$ at $m=n+k$, so it shifts the result by exactly $\varepsilon A_N(n)$.

For $n=10$ and $N=5$ the bounds are about $2.7\times10^4$ and $2.0\times10^5$. The sum itself is about $8.8\times10^4$, so with a limit of order one you can lose about five of your ten digits in the worst case. Errors of irregular sign may do less damage.

The upper bound shows what precision of the ratios is enough for a wanted accuracy of the limit, provided that the exact ratios follow a polynomial in $1/m$ of degree at most $N$ up to a known error. The perturbation coefficients then have to be computed precisely enough to give such ratios.

## What the Lean theorems say

`weight N n k` is $w_k$, `richardson N a n` is $R_N[a](n)$, `amplification N n` is $A_N(n)$, and `scaledDiff N f n` is $D_N[f](n)$. Sequences are functions `ℕ → ℝ`, and `range (N + 1)` runs over $0,\dots,N$. The coefficients `c` also form a sequence, of which only the first $N+1$ entries enter.

- `richardson_exact` assumes `1 ≤ n` and the finite expansion `ha` for every $m\ge1$, and concludes that the extrapolant equals `c 0`. The condition on $n$ matters: for $n=0$ and $N=1$ the formula returns $a_1=c_0+c_1$.
- `richardson_residual` gives the value on the pure term $1/m^{N+1}$, for $n\ge1$.
- `amplification_bounds` states both bounds, for all $N$ and $n$.
- `richardson_error_le` takes data `b` within `ε` of such a polynomial for all $m\ge1$ and bounds the deviation from `c 0`. Only the data from $n$ to $n+N$ enter the extrapolant, so in practice `ε` need only cover the errors there.
- `richardson_alternating_error` gives the exact shift for the alternating error. For $\varepsilon\ge0$ it attains the preceding bound.

The finite expansion is an assumption about the data, not something derived from a Hamiltonian. For a genuine asymptotic series the omitted tail can be counted in `ε`, but the bound may then be far too large: by `richardson_residual`, a tail $c/m^{N+1}$ shifts the result by only $|c|/(n(n+1)\cdots(n+N))$ in absolute value. Rounding during the summation itself is not modelled.

```lean
import Mathlib

open Finset

namespace RichardsonExtrapolation

noncomputable section

/-- The weight of the datum `a (n + k)` in Richardson extrapolation of order `N`,
for `k ≤ N`. -/
def weight (N n k : ℕ) : ℝ :=
  (-1) ^ (k + N) * ((n + k : ℕ) : ℝ) ^ N / ((k.factorial : ℝ) * ((N - k).factorial : ℝ))

/-- The Richardson extrapolant of order `N` built from the data `a n, ..., a (n + N)`. -/
def richardson (N : ℕ) (a : ℕ → ℝ) (n : ℕ) : ℝ :=
  ∑ k ∈ range (N + 1), weight N n k * a (n + k)

/-- The sum of the absolute values of the Richardson weights. -/
def amplification (N n : ℕ) : ℝ :=
  ∑ k ∈ range (N + 1), |weight N n k|

/-- The `N`-th forward difference of `f` at `n`, divided by `N!`. -/
def scaledDiff (N : ℕ) (f : ℕ → ℝ) (n : ℕ) : ℝ :=
  ∑ k ∈ range (N + 1),
    (-1) ^ (k + N) / ((k.factorial : ℝ) * ((N - k).factorial : ℝ)) * f (n + k)

/-- Richardson extrapolation of `a` is the scaled `N`-th difference of `m ^ N * a m`. -/
theorem richardson_eq_scaledDiff (N : ℕ) (a : ℕ → ℝ) (n : ℕ) :
    richardson N a n = scaledDiff N (fun m => (m : ℝ) ^ N * a m) n := by
  simp only [richardson, scaledDiff, weight]
  refine sum_congr rfl fun k _ => ?_
  ring

/-- Product rule: the scaled difference of `m * f m` is expressed by the scaled difference
of `f` of the same order and the one of the next lower order. -/
theorem scaledDiff_mul (N : ℕ) (f : ℕ → ℝ) (n : ℕ) :
    scaledDiff (N + 1) (fun m => (m : ℝ) * f m) n
      = n * scaledDiff (N + 1) f n + scaledDiff N f (n + 1) := by
  -- split the factor n + k into n and k
  have h : scaledDiff (N + 1) (fun m => (m : ℝ) * f m) n - n * scaledDiff (N + 1) f n
      = ∑ k ∈ range (N + 1 + 1), (-1) ^ (k + (N + 1)) /
        ((k.factorial : ℝ) * ((N + 1 - k).factorial : ℝ)) * ((k : ℝ) * f (n + k)) := by
    simp only [scaledDiff, mul_sum]
    rw [← sum_sub_distrib]
    refine sum_congr rfl fun k _ => ?_
    simp only [Nat.cast_add]
    ring
  -- the factor k cancels against k! and shifts the summation index
  have h2 : ∑ k ∈ range (N + 1 + 1), (-1) ^ (k + (N + 1)) /
        ((k.factorial : ℝ) * ((N + 1 - k).factorial : ℝ)) * ((k : ℝ) * f (n + k))
      = scaledDiff N f (n + 1) := by
    rw [sum_range_succ']
    simp only [Nat.cast_zero, zero_mul, mul_zero, add_zero, scaledDiff]
    refine sum_congr rfl fun k _ => ?_
    have hs : (-1 : ℝ) ^ (k + 1 + (N + 1)) = (-1) ^ (k + N) := by ring
    have hk : (k.factorial : ℝ) ≠ 0 := by positivity
    have hN : ((N - k).factorial : ℝ) ≠ 0 := by positivity
    have h1 : (k : ℝ) + 1 ≠ 0 := by positivity
    rw [hs, show n + (k + 1) = n + 1 + k by omega, Nat.add_sub_add_right,
      Nat.factorial_succ, Nat.cast_mul, Nat.cast_add, Nat.cast_one]
    field_simp
  linarith

/-- The scaled `N`-th difference annihilates every power below `N` and equals one on
`m ^ N`. -/
theorem scaledDiff_pow (N p n : ℕ) (hp : p ≤ N) :
    scaledDiff N (fun m => (m : ℝ) ^ p) n = if p = N then 1 else 0 := by
  induction N generalizing p n with
  | zero =>
    obtain rfl : p = 0 := by omega
    simp [scaledDiff]
  | succ N ih =>
    induction p with
    | zero =>
      -- the alternating binomial sum vanishes
      have h := add_pow (-1 : ℝ) 1 (N + 1)
      have e : scaledDiff (N + 1) (fun m => (m : ℝ) ^ 0) n
          = (-1) ^ (N + 1) / ((N + 1).factorial : ℝ) * (-1 + 1) ^ (N + 1) := by
        rw [h, mul_sum]
        simp only [scaledDiff, pow_zero, one_pow, mul_one]
        refine sum_congr rfl fun k hk => ?_
        have hk' : k ≤ N + 1 := by
          have := mem_range.mp hk
          omega
        have h1 : (k.factorial : ℝ) ≠ 0 := by positivity
        have h2 : ((N + 1 - k).factorial : ℝ) ≠ 0 := by positivity
        have h3 : ((N + 1).factorial : ℝ) ≠ 0 := by positivity
        rw [Nat.cast_choose ℝ hk', pow_add (-1 : ℝ) k (N + 1)]
        field_simp
      rw [e, if_neg (by omega), neg_add_cancel, zero_pow (by omega), mul_zero]
    | succ p ihp =>
      have e : scaledDiff (N + 1) (fun m => (m : ℝ) ^ (p + 1)) n
          = n * scaledDiff (N + 1) (fun m => (m : ℝ) ^ p) n
            + scaledDiff N (fun m => (m : ℝ) ^ p) (n + 1) := by
        simpa only [pow_succ'] using scaledDiff_mul N (fun m => (m : ℝ) ^ p) n
      have hne : p ≠ N + 1 := by omega
      rw [e, ihp (by omega), ih p (n + 1) (by omega), if_neg hne]
      simp

/-- Richardson extrapolation: if `a m` is a polynomial of degree at most `N` in `1 / m` for
all `m ≥ 1`, then the extrapolant from any `n ≥ 1` is exactly the limit value `c 0`. -/
theorem richardson_exact (N n : ℕ) (hn : 1 ≤ n) (c a : ℕ → ℝ)
    (ha : ∀ m : ℕ, 1 ≤ m → a m = ∑ j ∈ range (N + 1), c j / (m : ℝ) ^ j) :
    richardson N a n = c 0 := by
  -- for m ≥ 1, m ^ N * a m is a polynomial in m in which m ^ N has the coefficient c 0
  have e : scaledDiff N (fun m => (m : ℝ) ^ N * a m) n
      = ∑ j ∈ range (N + 1), c j * scaledDiff N (fun m => (m : ℝ) ^ (N - j)) n := by
    simp only [scaledDiff, mul_sum]
    rw [sum_comm]
    refine sum_congr rfl fun k _ => ?_
    rw [ha (n + k) (by omega), mul_sum, mul_sum]
    refine sum_congr rfl fun j hj => ?_
    have hj' : j ≤ N := by
      have := mem_range.mp hj
      omega
    have hx : ((n + k : ℕ) : ℝ) ≠ 0 := Nat.cast_ne_zero.mpr (by omega)
    have hq : ((n + k : ℕ) : ℝ) ^ N * (c j / ((n + k : ℕ) : ℝ) ^ j)
        = c j * ((n + k : ℕ) : ℝ) ^ (N - j) := by
      rw [← mul_div_assoc, div_eq_iff (pow_ne_zero _ hx), mul_assoc, ← pow_add,
        Nat.sub_add_cancel hj', mul_comm]
    rw [hq]
    ring
  rw [richardson_eq_scaledDiff, e, sum_eq_single 0]
  · rw [scaledDiff_pow N (N - 0) n (by omega), if_pos (by omega), mul_one]
  · intro j hj hj0
    have := mem_range.mp hj
    rw [scaledDiff_pow N (N - j) n (by omega), if_neg (by omega), mul_zero]
  · intro h
    simp at h

/-- For `n ≥ 1`, the first term that is not cancelled, `1 / m ^ (N + 1)`, is extrapolated to
`(-1) ^ N / (n (n + 1) ⋯ (n + N))`. -/
theorem richardson_residual (N n : ℕ) (hn : 1 ≤ n) :
    richardson N (fun m => 1 / (m : ℝ) ^ (N + 1)) n
      = (-1) ^ N / ∏ i ∈ range (N + 1), ((n + i : ℕ) : ℝ) := by
  have key : ∀ N n : ℕ, 1 ≤ n → scaledDiff N (fun m => 1 / (m : ℝ)) n
      = (-1) ^ N / ∏ i ∈ range (N + 1), ((n + i : ℕ) : ℝ) := by
    intro N
    induction N with
    | zero =>
      intro n _
      simp [scaledDiff]
    | succ N ih =>
      intro n hn
      have h := scaledDiff_mul N (fun m => 1 / (m : ℝ)) n
      -- m * (1 / m) is constant, so its difference vanishes
      have h0 : scaledDiff (N + 1) (fun m => (m : ℝ) * (1 / (m : ℝ))) n = 0 := by
        have h1 := scaledDiff_pow (N + 1) 0 n (by omega)
        rw [if_neg (by omega)] at h1
        refine Eq.trans ?_ h1
        simp only [scaledDiff, pow_zero]
        refine sum_congr rfl fun k _ => ?_
        have hx : ((n + k : ℕ) : ℝ) ≠ 0 := Nat.cast_ne_zero.mpr (by omega)
        rw [mul_one_div_cancel hx]
      rw [h0, ih (n + 1) (by omega)] at h
      have hprod : ∏ i ∈ range (N + 1), ((n + (i + 1) : ℕ) : ℝ)
          = ∏ i ∈ range (N + 1), ((n + 1 + i : ℕ) : ℝ) :=
        prod_congr rfl fun i _ => by rw [show n + (i + 1) = n + 1 + i by omega]
      have hP : ∏ i ∈ range (N + 1), ((n + 1 + i : ℕ) : ℝ) ≠ 0 :=
        prod_ne_zero_iff.mpr fun i _ => Nat.cast_ne_zero.mpr (by omega)
      have hn' : (n : ℝ) ≠ 0 := Nat.cast_ne_zero.mpr (by omega)
      rw [prod_range_succ', hprod, add_zero, eq_div_iff (mul_ne_zero hP hn')]
      set P := ∏ i ∈ range (N + 1), ((n + 1 + i : ℕ) : ℝ)
      have h2 : (-1 : ℝ) ^ N / P * P = (-1) ^ N := div_mul_cancel₀ _ hP
      linear_combination (-P) * h - h2
  rw [richardson_eq_scaledDiff, ← key N n hn]
  simp only [scaledDiff]
  refine sum_congr rfl fun k _ => ?_
  have hx : ((n + k : ℕ) : ℝ) ≠ 0 := Nat.cast_ne_zero.mpr (by omega)
  have e : ((n + k : ℕ) : ℝ) ^ N * (1 / ((n + k : ℕ) : ℝ) ^ (N + 1))
      = 1 / ((n + k : ℕ) : ℝ) := by
    rw [pow_succ]
    field_simp
  rw [e]

/-- The absolute value of a Richardson weight is the weight without its alternating sign. -/
theorem abs_weight (N n k : ℕ) :
    |weight N n k|
      = ((n + k : ℕ) : ℝ) ^ N / ((k.factorial : ℝ) * ((N - k).factorial : ℝ)) := by
  rw [weight, mul_div_assoc, abs_mul, abs_pow, abs_neg, abs_one, one_pow, one_mul]
  exact abs_of_nonneg (by positivity)

/-- Digit loss: the absolute weights sum to at least `(2 n) ^ N / N!` and at most
`(2 (n + N)) ^ N / N!`. -/
theorem amplification_bounds (N n : ℕ) :
    (2 * (n : ℝ)) ^ N / (N.factorial : ℝ) ≤ amplification N n ∧
      amplification N n ≤ (2 * ((n : ℝ) + N)) ^ N / (N.factorial : ℝ) := by
  -- the binomial sum 2 ^ N, spread over the weights
  have hsum : ∀ y : ℝ, (2 * y) ^ N / (N.factorial : ℝ)
      = ∑ k ∈ range (N + 1), y ^ N / ((k.factorial : ℝ) * ((N - k).factorial : ℝ)) := by
    intro y
    have h : ∑ k ∈ range (N + 1), (N.choose k : ℝ) = 2 ^ N := by
      exact_mod_cast Nat.sum_range_choose N
    rw [mul_pow, ← h, sum_mul, sum_div]
    refine sum_congr rfl fun k hk => ?_
    have hk' : k ≤ N := by
      have := mem_range.mp hk
      omega
    have h1 : (k.factorial : ℝ) ≠ 0 := by positivity
    have h2 : ((N - k).factorial : ℝ) ≠ 0 := by positivity
    have h3 : (N.factorial : ℝ) ≠ 0 := by positivity
    rw [Nat.cast_choose ℝ hk']
    field_simp
  rw [hsum, hsum, amplification]
  constructor
  · refine sum_le_sum fun k _ => ?_
    rw [abs_weight]
    have hle : (n : ℝ) ≤ ((n + k : ℕ) : ℝ) := by exact_mod_cast Nat.le_add_right n k
    gcongr
  · refine sum_le_sum fun k hk => ?_
    rw [abs_weight]
    have hk' : n + k ≤ n + N := by
      have := mem_range.mp hk
      omega
    have hle : ((n + k : ℕ) : ℝ) ≤ (n : ℝ) + N := by exact_mod_cast hk'
    gcongr

/-- If the data `b m` deviate by at most `ε` from a polynomial of degree at most `N` in
`1 / m` for all `m ≥ 1`, the extrapolant from `n ≥ 1` misses `c 0` by at most `ε` times the
sum of the absolute weights. -/
theorem richardson_error_le (N n : ℕ) (hn : 1 ≤ n) (c b : ℕ → ℝ) (ε : ℝ)
    (hb : ∀ m : ℕ, 1 ≤ m → |b m - ∑ j ∈ range (N + 1), c j / (m : ℝ) ^ j| ≤ ε) :
    |richardson N b n - c 0| ≤ ε * amplification N n := by
  rw [← richardson_exact N n hn c (fun m => ∑ j ∈ range (N + 1), c j / (m : ℝ) ^ j)
    (fun _ _ => rfl)]
  unfold richardson amplification
  rw [← sum_sub_distrib, mul_sum]
  refine (abs_sum_le_sum_abs _ _).trans (sum_le_sum fun k _ => ?_)
  rw [← mul_sub, abs_mul, mul_comm]
  exact mul_le_mul_of_nonneg_right (hb (n + k) (by omega)) (abs_nonneg _)

/-- For `n ≥ 1`, adding the error `ε * (-1) ^ (m + n + N)` to data `a m` that are a polynomial of
degree at most `N` in `1 / m` for all `m ≥ 1` shifts the extrapolant from `c 0` by exactly `ε` times
the sum of the absolute weights. -/
theorem richardson_alternating_error (N n : ℕ) (hn : 1 ≤ n) (c a : ℕ → ℝ) (ε : ℝ)
    (ha : ∀ m : ℕ, 1 ≤ m → a m = ∑ j ∈ range (N + 1), c j / (m : ℝ) ^ j) :
    richardson N (fun m => a m + ε * (-1) ^ (m + n + N)) n
      = c 0 + ε * amplification N n := by
  rw [← richardson_exact N n hn c a ha]
  simp only [richardson, amplification, mul_sum]
  rw [← sum_add_distrib]
  refine sum_congr rfl fun k _ => ?_
  -- the sign of the error matches the sign of the weight
  have hst : (-1 : ℝ) ^ (k + N) * (-1) ^ (n + k + n + N) = 1 := by
    rw [← pow_add]
    exact Even.neg_one_pow ⟨n + k + N, by omega⟩
  have hw : weight N n k * (-1) ^ (n + k + n + N) = |weight N n k| := by
    rw [abs_weight, weight]
    linear_combination (((n + k : ℕ) : ℝ) ^ N /
      ((k.factorial : ℝ) * ((N - k).factorial : ℝ))) * hst
  linear_combination ε * hw

end

end RichardsonExtrapolation
```

```lean
#print axioms RichardsonExtrapolation.richardson_residual
-- 'RichardsonExtrapolation.richardson_residual' depends on axioms: [propext, Classical.choice, Quot.sound]
#print axioms RichardsonExtrapolation.amplification_bounds
-- 'RichardsonExtrapolation.amplification_bounds' depends on axioms: [propext, Classical.choice, Quot.sound]
#print axioms RichardsonExtrapolation.richardson_error_le
-- 'RichardsonExtrapolation.richardson_error_le' depends on axioms: [propext, Classical.choice, Quot.sound]
#print axioms RichardsonExtrapolation.richardson_alternating_error
-- 'RichardsonExtrapolation.richardson_alternating_error' depends on axioms: [propext, Classical.choice, Quot.sound]
```

## From the product rule to the error bounds

`richardson_eq_scaledDiff` moves the factor $(n+k)^N$ from the weight to the data, term by term. `scaledDiff_mul` is the product rule. Its step `h` isolates the part with $k$, and `h2` removes the vanishing first term with `sum_range_succ'` and shifts the index; `field_simp` cancels the factorials.

`scaledDiff_pow` contains the two nested inductions. The outer one keeps `p` and `n` general, because the product rule calls the lower order at $n+1$. The constant case obtains $(-1+1)^{N+1}$ from the binomial theorem `add_pow`.

In `richardson_exact`, the step `e` expands $m^N a_m$ and exchanges the two sums with `sum_comm`. Then `sum_eq_single 0` keeps the term $j=0$, and `scaledDiff_pow` evaluates every term.

`richardson_residual` first proves the formula for $D_N[1/m]$ as `key`, by induction on $N$. There `h0` says that the difference of $m\cdot(1/m)=1$ vanishes, and `linear_combination` solves the product rule for the unknown difference. The remaining lines reduce $m^N/m^{N+1}$ to $1/m$.

`abs_weight` removes the sign. In `amplification_bounds`, `hsum` distributes the binomial sum $2^N$ over the terms for an arbitrary base $y$. It is used with $y=n$ and $y=n+N$, and `gcongr` compares the powers term by term.

Both error theorems replace `c 0` by the extrapolant of the error-free data, using `richardson_exact`, and subtract or compare the sums. `richardson_error_le` then applies the triangle inequality `abs_sum_le_sum_abs`. In `richardson_alternating_error`, `hst` shows that the signs of error and weight multiply to one, and `hw` turns each signed weight into its absolute value.
